# For finitely many phases, a phase is on the closed-system hull exactly when some chemical potential puts it on the open-system hull

If this equivalence failed, even a scan over all real values of the chemical potential of oxygen could miss a compound that is stable when the amount of oxygen is fixed. For a finite list of phases with given energies, each containing some element other than the exchanged one, that cannot happen, and the chemical potentials at which a phase appears form a closed interval, possibly empty or unbounded.

In Lean 4 with Mathlib:

```lean
import Mathlib

open Finset

namespace OpenSystemHull

variable {ι V : Type*} [Fintype ι] [AddCommGroup V] [Module ℝ V]

/-- Phase `k` lies on the hull: no mixture of phases with the composition of `k` has a lower
energy than `k`. -/
def OnHull (x : ι → V) (E : ι → ℝ) (k : ι) : Prop :=
  ∀ w : ι → ℝ, (∀ i, 0 ≤ w i) → ∑ i, w i = 1 → ∑ i, w i • x i = x k →
    E k ≤ ∑ i, w i * E i

/-- The chemical potentials `μ` of the open element at which phase `k` lies on the hull of the
projected points `(x i, E i - μ * z i)`. -/
def window (x : ι → V) (z E : ι → ℝ) (k : ι) : Set ℝ :=
  {μ | OnHull x (fun i => E i - μ * z i) k}

/-- Nonnegative amounts `w` of the phases that have the same overall composition as an equal
total amount of phase `k`. -/
def IsExchange (x : ι → V) (k : ι) (w : ι → ℝ) : Prop :=
  (∀ i, 0 ≤ w i) ∧ ∑ i, w i • (x i - x k) = 0

/-- The change of an extensive quantity `f` when phase `k` is replaced by the amounts `w`. -/
def excess (f : ι → ℝ) (k : ι) (w : ι → ℝ) : ℝ := ∑ i, w i * (f i - f k)

/-- The change of an extensive quantity is linear in the amounts exchanged. -/
theorem excess_comb (f : ι → ℝ) (k : ι) (u v : ι → ℝ) (c d : ℝ) :
    excess f k (fun i => c * u i + d * v i) = c * excess f k u + d * excess f k v := by
  simp only [excess, mul_sum, ← sum_add_distrib]
  exact sum_congr rfl fun i _ => by ring

/-- A linear combination of two exchanges is an exchange if all its amounts are nonnegative. -/
theorem IsExchange.comb {x : ι → V} {k : ι} {u v : ι → ℝ} (hu : IsExchange x k u)
    (hv : IsExchange x k v) (c d : ℝ) (hn : ∀ i, 0 ≤ c * u i + d * v i) :
    IsExchange x k (fun i => c * u i + d * v i) := by
  refine ⟨hn, ?_⟩
  simp only [add_smul, mul_smul, sum_add_distrib, ← smul_sum, hu.2, hv.2, smul_zero, add_zero]

/-- A phase lies on the hull exactly when no exchange lowers the energy. -/
theorem onHull_iff (x : ι → V) (E : ι → ℝ) (k : ι) :
    OnHull x E k ↔ ∀ w, IsExchange x k w → 0 ≤ excess E k w := by
  have hE : ∀ w : ι → ℝ, excess E k w = ∑ i, w i * E i - (∑ i, w i) * E k := fun w => by
    simp only [excess, mul_sub, sum_sub_distrib, sum_mul]
  have hX : ∀ w : ι → ℝ, ∑ i, w i • (x i - x k) = ∑ i, w i • x i - (∑ i, w i) • x k :=
    fun w => by simp only [smul_sub, sum_sub_distrib, sum_smul]
  constructor
  · rintro h w ⟨hw, hx⟩
    rw [hX, sub_eq_zero] at hx
    rcases (sum_nonneg fun i _ => hw i : 0 ≤ ∑ i, w i).eq_or_lt with h0 | hs
    · have hz := (sum_eq_zero_iff_of_nonneg fun i _ => hw i).1 h0.symm
      exact (sum_eq_zero fun i hi => by rw [hz i hi, zero_mul]).ge
    · -- normalise the amounts to mole fractions
      have h1 := h (fun i => (∑ j, w j)⁻¹ * w i)
        (fun i => mul_nonneg (inv_nonneg.2 hs.le) (hw i))
        (by rw [← mul_sum, inv_mul_cancel₀ hs.ne'])
        (by simp only [mul_smul, ← smul_sum]
            rw [hx, smul_smul, inv_mul_cancel₀ hs.ne', one_smul])
      simp only [mul_assoc, ← mul_sum] at h1
      have h2 := mul_le_mul_of_nonneg_left h1 hs.le
      rw [← mul_assoc, mul_inv_cancel₀ hs.ne', one_mul] at h2
      rw [hE]
      linarith
  · intro h w hw h1 hx
    have h2 := h w ⟨hw, by rw [hX, hx, h1, one_smul, sub_self]⟩
    rw [hE, h1] at h2
    linarith

/-- A chemical potential is in the window exactly when, in every exchange, the energy changes by
at least `μ` times the change in the open element. -/
theorem mem_window_iff (x : ι → V) (z E : ι → ℝ) (k : ι) (μ : ℝ) :
    μ ∈ window x z E k ↔ ∀ w, IsExchange x k w → μ * excess z k w ≤ excess E k w := by
  have h : ∀ w, excess (fun i => E i - μ * z i) k w = excess E k w - μ * excess z k w := by
    intro w
    simp only [excess, mul_sum, ← sum_sub_distrib]
    exact sum_congr rfl fun i _ => by ring
  simp only [window, Set.mem_ofPred_eq, onHull_iff, h, sub_nonneg]

/-- A phase lies on the closed-system hull exactly when no exchange that conserves the open
element lowers the energy. -/
theorem closed_iff (x : ι → V) (z E : ι → ℝ) (k : ι) :
    OnHull (fun i => (x i, z i)) E k ↔
      ∀ w, IsExchange x k w → excess z k w = 0 → 0 ≤ excess E k w := by
  have h : ∀ w, IsExchange (fun i => (x i, z i)) k w ↔
      IsExchange x k w ∧ excess z k w = 0 := by
    intro w
    simp [IsExchange, excess, Prod.ext_iff, Prod.fst_sum, Prod.snd_sum, and_assoc]
  simp only [onHull_iff, h, and_imp]

/-- If no exchange lowers the content of the open element, and those conserving it do not lower
the energy, then the energy change per open element taken up is bounded below. -/
theorem slope_bounded (x : ι → V) (z E : ι → ℝ) (k : ι)
    (hz : ∀ w, IsExchange x k w → 0 ≤ excess z k w)
    (h : ∀ w, IsExchange x k w → excess z k w = 0 → 0 ≤ excess E k w) :
    ∃ μ : ℝ, ∀ w, IsExchange x k w → μ * excess z k w ≤ excess E k w := by
  classical
  -- induction on the set of phases that take part
  suffices H : ∀ s : Finset ι, ∃ μ : ℝ, ∀ w, IsExchange x k w → (∀ i, i ∉ s → w i = 0) →
      μ * excess z k w ≤ excess E k w by
    obtain ⟨μ, hμ⟩ := H univ
    exact ⟨μ, fun w hw => hμ w hw fun i hi => absurd (mem_univ i) hi⟩
  intro s
  induction s using Finset.strongInduction with
  | H s ih =>
    by_cases hv : ∃ v, IsExchange x k v ∧ (∀ i, i ∉ s → v i = 0) ∧ 0 < excess z k v
    · obtain ⟨v, hv, hvs, hvz⟩ := hv
      choose m hm using fun i : s => ih (s.erase i) (erase_ssubset i.2)
      obtain ⟨c, hc⟩ := (Set.finite_range m).bddBelow
      refine ⟨min c (excess E k v / excess z k v), fun w hw hws => ?_⟩
      have hne : (univ.filter fun i => 0 < v i).Nonempty := by
        by_contra hcon
        have h0 : ∀ i, v i = 0 := fun i => le_antisymm
          (not_lt.1 fun hi => hcon ⟨i, by simp [hi]⟩) (hv.1 i)
        simp [excess, h0] at hvz
      -- subtract `v` until the first phase is used up
      obtain ⟨i, hi, hmin⟩ := exists_min_image _ (fun i => w i / v i) hne
      have hvi : 0 < v i := (mem_filter.1 hi).2
      have his : i ∈ s := by
        by_contra hcon
        exact hvi.ne' (hvs i hcon)
      obtain ⟨t, ht⟩ : ∃ t, t = w i / v i := ⟨_, rfl⟩
      have ht0 : 0 ≤ t := ht ▸ div_nonneg (hw.1 i) hvi.le
      have hti : t * v i = w i := by rw [ht, div_mul_cancel₀ _ hvi.ne']
      have hu := hw.comb hv 1 (-t) (fun j => by
        rcases (hv.1 j).eq_or_lt with h0 | hj
        · rw [← h0]
          linarith [hw.1 j]
        · have h1 : t ≤ w j / v j := ht ▸ hmin j (by simp [hj])
          linarith [(le_div_iff₀ hj).1 h1])
      have h1 := hm ⟨i, his⟩ _ hu (fun j hj => by
        by_cases hji : j = i
        · rw [hji]
          linarith
        · have hjs : j ∉ s := fun hs => hj (mem_erase.2 ⟨hji, hs⟩)
          simp [hws j hjs, hvs j hjs])
      have h2 := hz _ hu
      rw [excess_comb, excess_comb] at h1
      rw [excess_comb] at h2
      have h3 := mul_le_mul_of_nonneg_right ((min_le_left c
        (excess E k v / excess z k v)).trans (hc (Set.mem_range_self ⟨i, his⟩))) h2
      have h4 := mul_le_mul_of_nonneg_left ((le_div_iff₀ hvz).1
        (min_le_right c (excess E k v / excess z k v))) ht0
      linarith
    · refine ⟨0, fun w hw hws => ?_⟩
      rw [zero_mul]
      exact h w hw (le_antisymm (not_lt.1 fun hp => hv ⟨w, hw, hws, hp⟩) (hz w hw))

/-- If no exchange conserving the open element lowers the energy, then for some `μ` every
exchange changes the energy by at least `μ` times the change in the open element. -/
theorem exists_potential (x : ι → V) (z E : ι → ℝ) (k : ι)
    (h : ∀ w, IsExchange x k w → excess z k w = 0 → 0 ≤ excess E k w) :
    ∃ μ : ℝ, ∀ w, IsExchange x k w → μ * excess z k w ≤ excess E k w := by
  by_cases h1 : ∀ w, IsExchange x k w → 0 ≤ excess z k w
  · exact slope_bounded x z E k h1 h
  by_cases h2 : ∀ w, IsExchange x k w → excess z k w ≤ 0
  · have hn : ∀ w, excess (fun i => -z i) k w = -excess z k w := by
      intro w
      simp only [excess, ← sum_neg_distrib]
      exact sum_congr rfl fun i _ => by ring
    obtain ⟨μ, hμ⟩ := slope_bounded x (fun i => -z i) E k
      (fun w hw => by rw [hn]; linarith [h2 w hw])
      (fun w hw h0 => h w hw (by rw [hn] at h0; linarith))
    refine ⟨-μ, fun w hw => ?_⟩
    have h3 := hμ w hw
    rw [hn] at h3
    linarith
  simp only [not_forall, not_le] at h1 h2
  obtain ⟨u₀, hu₀, hu₀z⟩ := h1
  obtain ⟨v₀, hv₀, hv₀z⟩ := h2
  let S : Set ℝ := {r | ∃ v, IsExchange x k v ∧ 0 < excess z k v ∧
    r = excess E k v / excess z k v}
  -- combining release and uptake of the open element orders the slopes
  have hb : ∀ u, IsExchange x k u → excess z k u < 0 →
      ∀ r ∈ S, excess E k u / excess z k u ≤ r := by
    rintro u hu huz r ⟨v, hv, hvz, rfl⟩
    have h3 := h _ (hu.comb hv (excess z k v) (-excess z k u) fun i =>
      add_nonneg (mul_nonneg hvz.le (hu.1 i)) (mul_nonneg (by linarith) (hv.1 i)))
      (by rw [excess_comb]; ring)
    rw [excess_comb] at h3
    rw [div_le_iff_of_neg huz, div_mul_eq_mul_div, div_le_iff₀ hvz]
    linarith
  refine ⟨sInf S, fun w hw => ?_⟩
  rcases lt_trichotomy (excess z k w) 0 with hn | h0 | hp
  · exact (div_le_iff_of_neg hn).1 (le_csInf ⟨_, v₀, hv₀, hv₀z, rfl⟩ (hb w hw hn))
  · rw [h0, mul_zero]
    exact h w hw h0
  · exact (le_div_iff₀ hp).1 (csInf_le ⟨_, hb u₀ hu₀ hu₀z⟩ ⟨w, hw, hp, rfl⟩)

/-- For finitely many phases, phase `k` lies on the closed-system hull iff it lies on the
projected hull for some real chemical potential of the open element; these potentials form a
closed interval, possibly empty or unbounded. -/
theorem closed_hull_iff_open_hull (x : ι → V) (z E : ι → ℝ) (k : ι) :
    (OnHull (fun i => (x i, z i)) E k ↔ ∃ μ : ℝ, OnHull x (fun i => E i - μ * z i) k) ∧
      IsClosed (window x z E k) ∧ (window x z E k).OrdConnected := by
  change (_ ↔ ∃ μ, μ ∈ window x z E k) ∧ _
  simp only [closed_iff, mem_window_iff]
  refine ⟨⟨exists_potential x z E k, ?_⟩, ?_, ⟨?_⟩⟩
  · rintro ⟨μ, hμ⟩ w hw h0
    have h1 := hμ w hw
    rwa [h0, mul_zero] at h1
  · -- an intersection of closed half-lines
    have hs : window x z E k =
        {μ | ∀ w, IsExchange x k w → μ * excess z k w ≤ excess E k w} :=
      Set.ext fun μ => mem_window_iff x z E k μ
    rw [hs]
    simp only [Set.ofPred_forall]
    exact isClosed_iInter fun w => isClosed_iInter fun _ =>
      isClosed_le (continuous_id.mul continuous_const) continuous_const
  · intro a ha b hb c hc
    rw [mem_window_iff] at ha hb ⊢
    intro w hw
    rcases le_total 0 (excess z k w) with h0 | h0
    · exact (mul_le_mul_of_nonneg_right hc.2 h0).trans (hb w hw)
    · exact (mul_le_mul_of_nonpos_right hc.1 h0).trans (ha w hw)

/-- A host of fixed composition with 0, 1 or 2 inserted atoms and energies 0, -1, 0: the singly
filled phase lies on the projected hull exactly for chemical potentials from -1 to 1. -/
theorem insertion_window :
    window (fun _ : Fin 3 => (0 : ℝ)) ![0, 1, 2] ![0, -1, 0] 1 = Set.Icc (-1) 1 := by
  have hZ : ∀ w : Fin 3 → ℝ, excess ![0, 1, 2] 1 w = w 2 - w 0 := by
    intro w
    rw [excess, Fin.sum_univ_three]
    change w 0 * (0 - 1) + w 1 * (1 - 1) + w 2 * (2 - 1) = _
    ring
  have hE : ∀ w : Fin 3 → ℝ, excess ![0, -1, 0] 1 w = w 0 + w 2 := by
    intro w
    rw [excess, Fin.sum_univ_three]
    change w 0 * (0 - -1) + w 1 * (-1 - -1) + w 2 * (0 - -1) = _
    ring
  ext μ
  simp only [mem_window_iff, hZ, hE, Set.mem_Icc]
  constructor
  · intro h
    have h1 := h ![1, 0, 0] ⟨fun i => by fin_cases i <;> simp, by simp⟩
    have h2 := h ![0, 0, 1] ⟨fun i => by fin_cases i <;> simp, by simp⟩
    simp at h1 h2
    constructor <;> linarith
  · rintro ⟨h1, h2⟩ w ⟨hw, -⟩
    nlinarith [mul_nonneg (hw 0) (by linarith : 0 ≤ 1 + μ),
      mul_nonneg (hw 2) (by linarith : 0 ≤ 1 - μ)]

end OpenSystemHull
```

```lean
#print axioms OpenSystemHull.closed_hull_iff_open_hull
#print axioms OpenSystemHull.insertion_window
```

```
'OpenSystemHull.closed_hull_iff_open_hull' depends on axioms: [propext, Classical.choice, Quot.sound]
'OpenSystemHull.insertion_window' depends on axioms: [propext, Classical.choice, Quot.sound]
```

## Two hulls from one definition

Phase $i$ has composition $x_i$ in the elements that are conserved, content $z_i$ of the element exchanged with a reservoir, and energy $E_i$. The compositions live in any real vector space `V`, such as $\mathbb R^n$; finiteness enters through the index type `ι`.

`OnHull` says that no mixture with the composition of phase $k$ has lower energy. Ties are allowed, so a phase on a facet counts as well as a vertex. With points $(x_i,z_i)$ and energies $E_i$ this is the closed-system hull; with points $x_i$ and energies $E_i-\mu z_i$ it is the open one. `window` is the set of $\mu$ that put phase $k$ on the open hull.

The theorem `closed_hull_iff_open_hull` states that phase $k$ is on the closed hull iff its window is nonempty, and that the window is closed and contains everything between any two of its members (`OrdConnected`). It may be empty or unbounded.

The data should be given per atom of the conserved elements. If all data are instead given per total atom, $z_i$ is one minus the sum of the entries of $x_i$. Mixtures with the same $x$ then also have the same $z$, and the window can only be empty or all of $\mathbb R$. With the correct normalisation a phase made purely of the open element, such as oxygen gas, has no coordinates and is left out of both hulls. The closed hull here therefore does not test decompositions that release the gas, and the window does not include the upper limit that the gas sets on $\mu$. The theorem does not treat these two conditions.

The result applies to phase diagrams built from computed total energies, for a finite list of phases with fixed compositions and energies.

## From mixtures to exchanges

Replace phase $k$ by amounts $w_i\ge 0$ with $\sum_i w_i(x_i-x_k)=0$; this is `IsExchange`. Write $\Delta_w f=\sum_i w_i(f_i-f_k)$, called `excess` in the code. It is a reaction difference, not an excess over ideal mixing, and it is linear in $w$ (`excess_comb`).

Phase $k$ is on a hull iff $\Delta_w E\ge 0$ for every exchange (`onHull_iff`). If $W=\sum_i w_i>0$, dividing by $W$ gives mole fractions (for formula units that hold one atom of the conserved elements), and multiplying the hull inequality by $W$ gives the claim. If $W=0$, all amounts vanish. Conversely, mole fractions are the case $W=1$.

Since $\Delta_w(E-\mu z)=\Delta_wE-\mu\,\Delta_wz$, `mem_window_iff` reads
$$\mu\in\text{window}\iff \mu\,\Delta_w z\le\Delta_w E\ \text{ for every exchange } w.$$
The closed hull tests only exchanges with $\Delta_wz=0$ (`closed_iff`). For these the inequality becomes $0\le\Delta_wE$, so any admissible $\mu$ puts phase $k$ on the closed hull.

## Finding a chemical potential

For the converse, `exists_potential` distinguishes cases. Suppose first that some exchanges release the open element and others take it up. For $\Delta_uz<0<\Delta_vz$, the exchange $(\Delta_vz)\,u-(\Delta_uz)\,v$ has nonnegative amounts and conserves the open element, so
$$0\le \Delta_vz\,\Delta_uE-\Delta_uz\,\Delta_vE,\qquad\text{hence}\qquad \frac{\Delta_uE}{\Delta_uz}\le\frac{\Delta_vE}{\Delta_vz}.$$
The infimum of the uptake slopes on the right is an admissible $\mu$.

If $\Delta_wz\ge0$ always, no release slope bounds the uptake slopes from below. `slope_bounded` supplies a bound by induction on the set $s$ of participating phases. If no exchange within $s$ has $\Delta z>0$, then $\mu=0$ works. Otherwise fix such an exchange $v$. Removing phase $i$ from $s$ leaves a set with an admissible value $m_i$; let $c$ be a lower bound of all $m_i$, and put $\mu=\min(c,\Delta_vE/\Delta_vz)$.

Given $w$ within $s$, let $t=\min_{v_i>0}w_i/v_i$. Then $u=w-tv$ is an exchange in which the minimising phase $i$ is used up, so
$$\Delta_wE=\Delta_uE+t\,\Delta_vE\ge\mu\,\Delta_uz+t\mu\,\Delta_vz=\mu\,\Delta_wz.$$
The first term uses $m_i\ge\mu$ and $\Delta_uz\ge0$. If $\Delta_wz\le0$ always, change the signs of $z$ and $\mu$.

## The interval, and an example

For each exchange, the $\mu$ with $\mu\,\Delta_wz\le\Delta_wE$ form a closed half-line, the whole line or the empty set. Their intersection is closed and has no gaps.

In `insertion_window` a host holds 0, 1 or 2 atoms at energies $0,-1,0$. For the singly filled phase the condition is $\mu(w_2-w_0)\le w_0+w_2$. The exchanges $(1,0,0)$ and $(0,0,1)$ give $-1\le\mu\le1$; conversely, these bounds make $w_0(1+\mu)+w_2(1-\mu)$ nonnegative.

## Hulls defined by supporting planes

The hull could also be defined by an affine function that lies below all points and touches phase $k$. Its slope along $z$ would then be an admissible $\mu$ at once, and the work would move to showing that this definition agrees with the absence of a cheaper mixture.
